# Period of small MTK cell oscillations in a model with a volume-dependent pressure

Let a cell of volume V = V0 exp(3e) have an internal pressure Pint(V) that depends on the volume alone. Here e is the logarithmic strain of an isotropic cell, V0 > 0 is the reference volume, P is the external pressure and W > 0 is the cell mass, an inertia parameter with the dimension of energy times time squared. If Pint is differentiable at V0, Pint(V0) = P and B = −V0 Pint′(V0) > 0, then the cell force

f(e) = 3V (Pint(V) − P)

satisfies f(0) = 0 and f′(0) = −9 V0 B. Every solution of the linearised equation W e″ = −9 V0 B e has period

2π √(W / (9 V0 B)),

and no shorter positive period exists unless e is zero at all times.

In constant-pressure molecular dynamics, this relates the cell mass to the time scale of small volume oscillations, within a one-variable model that has no particle dynamics. The model omits the thermostat coupling and the additional kinetic term of the full Martyna–Tobias–Klein (MTK) equations.

## Volume, force and motion

```lean
import Mathlib

open Real

namespace MTKCellOscillation

noncomputable section
```

The first line loads Mathlib, and `open Real` lets the file write `exp`, `cos` and `π` without a prefix.

```lean
/-- The cell volume at logarithmic strain `e`, with reference volume `V0`. -/
def cellVolume (V0 e : ℝ) : ℝ := V0 * exp (3 * e)
```

This is V(e) = V0 exp(3e). The factor 3 appears because e is the strain of a length and the volume scales as its cube.

```lean
/-- The pressure term `3V (Pint(V) - P)` of the MTK force on the strain `e`, for internal pressure
`Pint` and external pressure `P`. -/
def cellForce (Pint : ℝ → ℝ) (P V0 e : ℝ) : ℝ :=
  3 * cellVolume V0 e * (Pint (cellVolume V0 e) - P)
```

`Pint : ℝ → ℝ` is a function from real numbers to real numbers. Replacing the instantaneous pressure of the particles by such a function is the main idealisation: pressure fluctuations at fixed volume are absent.

```lean
/-- The bulk modulus `-V0 Pint'(V0)`. -/
def bulkModulus (Pint : ℝ → ℝ) (V0 : ℝ) : ℝ := -V0 * deriv Pint V0
```

`deriv Pint V0` is Pint′(V0), so this is B = −V0 Pint′(V0). It is the isothermal modulus if Pint is an isotherm and the adiabatic one if Pint is an adiabat. Requiring B > 0 means that compression raises the pressure, which is stability against uniform changes of volume.

```lean
/-- Newton's equation for a cell of mass `W` under the force `F`, with strain `e`,
strain velocity `v` and strain acceleration `a`. -/
def IsCellMotion (W : ℝ) (F e v a : ℝ → ℝ) : Prop :=
  ∀ t, HasDerivAt e (v t) t ∧ HasDerivAt v (a t) t ∧ W * a t = F (e t)
```

A motion consists of three functions of time: strain `e`, velocity `v` and acceleration `a`. `HasDerivAt e (v t) t` says that e is differentiable at t with derivative v(t). The definition therefore reads e′ = v, v′ = a and W a = F(e) at every real time t. The force `F` is left open, so the same definition serves the nonlinear and the linearised equation.

## The slope of the force

```lean
/-- The volume changes with strain at the rate `3V`. -/
theorem hasDerivAt_cellVolume (V0 e : ℝ) :
    HasDerivAt (cellVolume V0) (3 * cellVolume V0 e) e :=
  (((hasDerivAt_id' e).const_mul (3 : ℝ)).exp.const_mul V0).congr_deriv
    (by unfold cellVolume; ring)
```

By the chain rule, dV/de = V0 exp(3e) · 3 = 3V. In the proof, `congr_deriv` replaces the derivative produced by Mathlib's rules with the desired expression, and `ring` checks the algebra.

```lean
/-- At pressure balance the cell force has slope `-9 V0 B` in the strain. -/
theorem hasDerivAt_cellForce {Pint : ℝ → ℝ} {P V0 : ℝ}
    (hd : DifferentiableAt ℝ Pint V0) (hP : Pint V0 = P) :
    HasDerivAt (cellForce Pint P V0) (-(9 * V0 * bulkModulus Pint V0)) 0 := by
  have h0 : cellVolume V0 0 = V0 := by simp [cellVolume]
  have hV := hasDerivAt_cellVolume V0 0
  have hp : HasDerivAt Pint (deriv Pint V0) (cellVolume V0 0) := by
    rw [h0]; exact hd.hasDerivAt
  have hc : HasDerivAt (fun e => Pint (cellVolume V0 e))
      (deriv Pint V0 * (3 * cellVolume V0 0)) 0 := hp.comp 0 hV
  -- the term with the pressure difference drops out at balance
  exact ((hV.const_mul (3 : ℝ)).fun_mul (hc.sub_const P)).congr_deriv
    (by simp only [h0, hP, bulkModulus]; ring)
```

The hypotheses `hd` and `hP` are differentiability at V0 and pressure balance. At e = 0 the volume is V0, and the product and chain rules give

f′(0) = 3 · 3V0 · (Pint(V0) − P) + 3V0 · Pint′(V0) · 3V0.

The first term vanishes at balance. The second is 9 V0² Pint′(V0) = −9 V0 B.

The proof follows the same order: `hV` is the derivative of the volume, `hc` is that of the pressure along the strain, and the last step multiplies them out.

## A conserved quantity of the nonlinear motion

```lean
/-- If `U' = -Pint`, the full nonlinear cell motion conserves the kinetic energy of the cell
plus `U + P V`. -/
theorem enthalpy_conserved {Pint U e v a : ℝ → ℝ} {P V0 W : ℝ} (hV0 : 0 < V0)
    (hU : ∀ V, 0 < V → HasDerivAt U (-Pint V) V)
    (h : IsCellMotion W (cellForce Pint P V0) e v a) (t : ℝ) :
    W / 2 * v t ^ 2 + (U (cellVolume V0 (e t)) + P * cellVolume V0 (e t)) =
      W / 2 * v 0 ^ 2 + (U (cellVolume V0 (e 0)) + P * cellVolume V0 (e 0)) := by
  have hD : ∀ s, HasDerivAt (fun s => W / 2 * v s ^ 2 +
      (U (cellVolume V0 (e s)) + P * cellVolume V0 (e s))) 0 s := by
    intro s
    have hpos : 0 < cellVolume V0 (e s) := mul_pos hV0 (exp_pos _)
    have hV : HasDerivAt (fun s => cellVolume V0 (e s))
        (3 * cellVolume V0 (e s) * v s) s :=
      (hasDerivAt_cellVolume V0 (e s)).comp s (h s).1
    have hUs : HasDerivAt (fun s => U (cellVolume V0 (e s)))
        (-Pint (cellVolume V0 (e s)) * (3 * cellVolume V0 (e s) * v s)) s :=
      (hU _ hpos).comp s hV
    have hN : W * a s = 3 * cellVolume V0 (e s) * (Pint (cellVolume V0 (e s)) - P) :=
      (h s).2.2
    -- the power of the cell force cancels the rate of change of `U + P V`
    refine ((((h s).2.1.fun_pow 2).const_mul (W / 2)).fun_add
      (hUs.fun_add (hV.const_mul P))).congr_deriv ?_
    norm_num
    linear_combination v s * hN
  exact is_const_of_deriv_eq_zero (fun s => (hD s).differentiableAt)
    (fun s => (hD s).deriv) t 0
```

Here the force is the full f, not its linearisation. Let U′(V) = −Pint(V) for all V > 0; U is the internal energy along an adiabat, or the Helmholtz free energy along an isotherm. Then

d/dt [W v²/2 + U(V) + PV] = W v a + (−Pint(V) + P) · 3V v = v [W a − 3V (Pint(V) − P)] = 0.

The hypothesis `hV0` keeps the volume positive, where U is known to be differentiable. The equation of motion is `hN`, and `linear_combination v s * hN` tells Lean that the required identity is v times that equation. The quantity at time t therefore equals its value at time 0. The theorem's name refers to this whole sum, kinetic energy included; U + PV alone generally changes during the motion.

## Harmonic motion as a rotation

```lean
/-- For a harmonic force of frequency `ω`, the phase-space point `(ω e, v)` rotated back by the
angle `ω t` stays at its initial position. -/
theorem phase_conserved {W ω : ℝ} {e v a : ℝ → ℝ} (hW : W ≠ 0)
    (h : IsCellMotion W (fun x => -(W * ω ^ 2) * x) e v a) (t : ℝ) :
    ω * e t * cos (ω * t) - v t * sin (ω * t) = ω * e 0 ∧
      ω * e t * sin (ω * t) + v t * cos (ω * t) = v 0 := by
  have ha : ∀ s, a s = -ω ^ 2 * e s := by
    intro s
    have h3 : W * a s = -(W * ω ^ 2) * e s := (h s).2.2
    exact mul_left_cancel₀ hW (by linear_combination h3)
  have hc : ∀ s, HasDerivAt (fun s => cos (ω * s)) (-sin (ω * s) * ω) s := fun s =>
    ((hasDerivAt_id' s).const_mul ω).cos.congr_deriv (by ring)
  have hs : ∀ s, HasDerivAt (fun s => sin (ω * s)) (cos (ω * s) * ω) s := fun s =>
    ((hasDerivAt_id' s).const_mul ω).sin.congr_deriv (by ring)
  have hC : ∀ s, HasDerivAt (fun s => ω * e s * cos (ω * s) - v s * sin (ω * s)) 0 s :=
    fun s => ((((h s).1.const_mul ω).fun_mul (hc s)).fun_sub
      ((h s).2.1.fun_mul (hs s))).congr_deriv (by rw [ha]; ring)
  have hS : ∀ s, HasDerivAt (fun s => ω * e s * sin (ω * s) + v s * cos (ω * s)) 0 s :=
    fun s => ((((h s).1.const_mul ω).fun_mul (hs s)).fun_add
      ((h s).2.1.fun_mul (hc s))).congr_deriv (by rw [ha]; ring)
  have h1 := is_const_of_deriv_eq_zero (fun s => (hC s).differentiableAt)
    (fun s => (hC s).deriv) t 0
  have h2 := is_const_of_deriv_eq_zero (fun s => (hS s).differentiableAt)
    (fun s => (hS s).deriv) t 0
  simp only [mul_zero, cos_zero, sin_zero, mul_one, sub_zero, zero_add] at h1 h2
  exact ⟨h1, h2⟩
```

The force is now −Wω² e, so a = −ω² e, which is `ha`. The point (ωe, v) turns in the plane as time passes, and undoing that turn should leave it at rest. The two coordinates of the point turned back are

C = ωe cos(ωt) − v sin(ωt),
S = ωe sin(ωt) + v cos(ωt).

Differentiating, the terms in ωv cancel, leaving

C′ = −(a + ω² e) sin(ωt) = 0,
S′ = (a + ω² e) cos(ωt) = 0.

At t = 0 they equal ωe(0) and v(0), and so they keep these values. In the code, `hC` and `hS` are the two vanishing derivatives.

The step from a zero derivative to a constant is made by Mathlib's `is_const_of_deriv_eq_zero`, on which the whole argument turns. It takes two inputs, that a function is differentiable everywhere and that its `deriv` is zero everywhere, and returns equality of the function's values at any two points, here `t` and `0`. The first input matters because Mathlib sets `deriv` to 0 wherever a function is not differentiable; a step function would satisfy the second input alone. A `HasDerivAt` statement supplies both: `(hC s).differentiableAt` extracts differentiability, and `(hC s).deriv` extracts the value. This route obtains the solution without invoking a uniqueness theorem for differential equations.

```lean
/-- Under the force `-W ω² e`, the strain satisfies `ω e(t) = ω e(0) cos(ω t) + v(0) sin(ω t)`. -/
theorem harmonic_solution {W ω : ℝ} {e v a : ℝ → ℝ} (hW : W ≠ 0)
    (h : IsCellMotion W (fun x => -(W * ω ^ 2) * x) e v a) (t : ℝ) :
    ω * e t = ω * e 0 * cos (ω * t) + v 0 * sin (ω * t) := by
  obtain ⟨h1, h2⟩ := phase_conserved hW h t
  linear_combination cos (ω * t) * h1 + sin (ω * t) * h2
    - ω * e t * sin_sq_add_cos_sq (ω * t)
```

Multiply the equation for C by cos(ωt), the one for S by sin(ωt), and add. The terms in v cancel, and cos² + sin² = 1 leaves

ωe(t) = ωe(0) cos(ωt) + v(0) sin(ωt).

The `linear_combination` line records exactly these multipliers.

## The period and its minimality

```lean
/-- A cell of mass `W` with force constant `k` has period `2π √(W/k)`, and a motion that is not
identically zero has no shorter positive period. -/
theorem harmonic_period {W k : ℝ} {e v a : ℝ → ℝ} (hW : 0 < W) (hk : 0 < k)
    (h : IsCellMotion W (fun x => -k * x) e v a) :
    Function.Periodic e (2 * π * √(W / k)) ∧
      ((∃ t, e t ≠ 0) → ∀ T, 0 < T → Function.Periodic e T → 2 * π * √(W / k) ≤ T) := by
  obtain ⟨ω, hω, hk', hr⟩ : ∃ ω : ℝ, 0 < ω ∧ W * ω ^ 2 = k ∧ ω * √(W / k) = 1 := by
    refine ⟨√(k / W), sqrt_pos.mpr (div_pos hk hW), ?_, ?_⟩
    · rw [sq_sqrt (div_pos hk hW).le]; field_simp
    · rw [← sqrt_mul (div_pos hk hW).le, show k / W * (W / k) = 1 by field_simp, sqrt_one]
  have h' : IsCellMotion W (fun x => -(W * ω ^ 2) * x) e v a := by rw [hk']; exact h
  have sol := harmonic_solution hW.ne' h'
  have hT0 : ω * (2 * π * √(W / k)) = 2 * π := by linear_combination 2 * π * hr
  refine ⟨fun t => mul_left_cancel₀ hω.ne' ?_, ?_⟩
  · rw [sol (t + _), sol t, mul_add, hT0, cos_add_two_pi, sin_add_two_pi]
  rintro ⟨t, ht⟩ T hT hper
  -- the strain velocity repeats together with the strain
  have heT : e T = e 0 := by simpa using hper 0
  have hvT : v T = v 0 := by
    have h1 := HasDerivAt.comp_add_const 0 T (h (0 + T)).1
    rw [show (fun s => e (s + T)) = e from funext hper, zero_add] at h1
    exact h1.unique (h 0).1
  obtain ⟨h1, h2⟩ := phase_conserved hW.ne' h' T
  rw [heT, hvT] at h1 h2
  have hne : (ω * e 0) ^ 2 + v 0 ^ 2 ≠ 0 := by
    intro h0
    have he : ω * e 0 = 0 := pow_eq_zero_iff two_ne_zero |>.mp
      (by nlinarith [sq_nonneg (ω * e 0), sq_nonneg (v 0)])
    have hv : v 0 = 0 := pow_eq_zero_iff two_ne_zero |>.mp
      (by nlinarith [sq_nonneg (ω * e 0), sq_nonneg (v 0)])
    have hz : ω * e t = 0 := by rw [sol t, he, hv]; ring
    exact ht ((mul_eq_zero.mp hz).resolve_left hω.ne')
  -- a repeated phase-space point means a rotation by a whole number of turns
  have hcos : cos (ω * T) = 1 :=
    mul_left_cancel₀ hne (by linear_combination ω * e 0 * h1 + v 0 * h2)
  obtain ⟨n, hn⟩ := (cos_eq_one_iff _).mp hcos
  have hωT : 0 < ω * T := mul_pos hω hT
  have hn0 : (0 : ℝ) < n := by
    by_contra hc
    nlinarith [pi_pos, not_lt.mp hc]
  have hn1 : 0 < n := by exact_mod_cast hn0
  have hn2 : (1 : ℝ) ≤ n := by exact_mod_cast (show 1 ≤ n by omega)
  have hle : ω * (2 * π * √(W / k)) ≤ ω * T := by
    rw [hT0, ← hn]; nlinarith [pi_pos]
  exact le_of_mul_le_mul_left hle hω
```

`Function.Periodic e T` means e(t + T) = e(t) for all t. It does not say that T is the smallest such number, which is why the theorem has a second part.

The proof sets ω = √(k/W), so that Wω² = k and ω√(W/k) = 1. With T0 = 2π√(W/k) we have ωT0 = 2π. The explicit solution is unchanged when its angle grows by 2π, so ωe(t + T0) = ωe(t), and dividing by ω > 0 gives periodicity.

For the second part, let e be nonzero at some time and let T > 0 be any period. Then e(T) = e(0). Differentiating e(t + T) = e(t) gives v(T) = v(0) as well; these are `heT` and `hvT`. Write x = ωe(0) and y = v(0). The two constants of motion at time T become

x cos(ωT) − y sin(ωT) = x,
x sin(ωT) + y cos(ωT) = y.

Multiplying by x and y and adding gives

(x² + y²) cos(ωT) = x² + y².

If x and y were both zero, the explicit solution would make e vanish at all times. Hence x² + y² ≠ 0, which is `hne`, and cos(ωT) = 1. So ωT = 2πn for an integer n. Since ωT > 0, n is at least 1, and T ≥ 2π/ω = T0.

## The cell oscillation

```lean
/-- At pressure balance and zero strain the model cell force vanishes with slope `-9 V0 B`; every
solution of the linearised equation has period `2π √(W/(9 V0 B))`, the shortest one unless the
strain is identically zero. -/
theorem mtk_cell_oscillation {Pint : ℝ → ℝ} {P V0 W : ℝ} (hV0 : 0 < V0) (hW : 0 < W)
    (hd : DifferentiableAt ℝ Pint V0) (hP : Pint V0 = P) (hB : 0 < bulkModulus Pint V0) :
    cellForce Pint P V0 0 = 0 ∧
    HasDerivAt (cellForce Pint P V0) (-(9 * V0 * bulkModulus Pint V0)) 0 ∧
    ∀ e v a, IsCellMotion W (fun x => -(9 * V0 * bulkModulus Pint V0) * x) e v a →
      Function.Periodic e (2 * π * √(W / (9 * V0 * bulkModulus Pint V0))) ∧
      ((∃ t, e t ≠ 0) → ∀ T, 0 < T → Function.Periodic e T →
        2 * π * √(W / (9 * V0 * bulkModulus Pint V0)) ≤ T) :=
  ⟨by simp [cellForce, cellVolume, hP], hasDerivAt_cellForce hd hP,
    fun _ _ _ h => harmonic_period hW (by positivity) h⟩
```

The symbol `∧` means "and". The conclusion has three parts: the force vanishes at e = 0; its slope there is −9 V0 B; and for all `e`, `v`, `a` that solve the linearised equation, the stated period holds and is the shortest one for a strain that is not identically zero.

The proof assembles earlier results. The first part is substitution, the second is `hasDerivAt_cellForce`, and the third is `harmonic_period` with k = 9 V0 B, whose positivity Lean's `positivity` tactic derives from V0 > 0 and B > 0. The period belongs to the linearised equation; at finite amplitude, the period of the nonlinear motion can differ.

## An ideal gas

```lean
/-- For the ideal-gas law `Pint = c/V`, the linearised cell motion about any volume `V0` has
period `2π √(W/(9c))`. -/
theorem ideal_gas_period {c V0 W : ℝ} {e v a : ℝ → ℝ} (hc : 0 < c) (hV0 : 0 < V0)
    (hW : 0 < W)
    (h : IsCellMotion W
      (fun x => deriv (cellForce (fun V => c / V) (c / V0) V0) 0 * x) e v a) :
    Function.Periodic e (2 * π * √(W / (9 * c))) := by
  have hp : HasDerivAt (fun V : ℝ => c / V) (-c / V0 ^ 2) V0 :=
    ((hasDerivAt_const V0 c).fun_div (hasDerivAt_id' V0) hV0.ne').congr_deriv (by ring)
  have hk : deriv (cellForce (fun V => c / V) (c / V0) V0) 0 = -(9 * c) := by
    rw [(hasDerivAt_cellForce hp.differentiableAt rfl).deriv, bulkModulus, hp.deriv]
    field_simp
  rw [hk] at h
  exact (harmonic_period hW (by positivity) h).1

end

end MTKCellOscillation
```

For Pint = c/V with c > 0, the external pressure is set to c/V0, so balance holds by construction. For an isothermal ideal gas of N particles, c = N k_B T, with k_B the Boltzmann constant and T the temperature. Then

Pint′(V0) = −c/V0², B = c/V0, 9 V0 B = 9c.

The volume cancels, and the linearised motion has period 2π√(W/(9c)) about any V0 > 0. The hypothesis `h` writes the coefficient of the strain in the linearised force as the derivative of the actual cell force at zero strain, and `hk` evaluates it to −9c.

```lean
#print axioms MTKCellOscillation.enthalpy_conserved
#print axioms MTKCellOscillation.mtk_cell_oscillation
#print axioms MTKCellOscillation.ideal_gas_period
```

```
'MTKCellOscillation.enthalpy_conserved' depends on axioms: [propext, Classical.choice, Quot.sound]
'MTKCellOscillation.mtk_cell_oscillation' depends on axioms: [propext, Classical.choice, Quot.sound]
'MTKCellOscillation.ideal_gas_period' depends on axioms: [propext, Classical.choice, Quot.sound]
```
